# Below the outer block's spectrum, a trial energy E and its partitioned value f(E) bracket the eigenvalue

## Question

In a small configuration-interaction calculation I single out one reference state, solve one linear system at a trial energy $E$, and get a new number $f(E)$. I then treat $E$ and $f(E)$ as the two ends of an interval that contains the eigenvalue I want.

The reference state has energy $a$, the other basis states form a real symmetric block $C$, and a real vector $b$ couples the two. The function is
$$f(E)=a+\langle b,(E-C)^{-1}b\rangle .$$
The claim is that if $E$ and $l$ lie below every eigenvalue of $C$ and $f(l)=l$, then $(l-E)(l-f(E))\le 0$. Can this be made rigorous and machine-checked, including the link between $f(l)=l$ and the eigenvalues of the full matrix?

## Answer

Yes. The sign comes from the overlap of two solution vectors, which is positive below the spectrum of $C$ whenever $b\neq0$.

### From the block eigenproblem to the sign

Write $\langle u,v\rangle=\sum_i u_iv_i$ and $x(E)=(E-C)^{-1}b$. The inverse exists: a nonzero $v$ with $(E-C)v=0$ would make $E$ an eigenvalue of $C$, although $E$ lies below all of them.

**Fixed points are eigenvalues.** The full matrix and its eigenvalue equations are
$$H=\begin{pmatrix}a&b^T\\ b&C\end{pmatrix},\qquad ac+\langle b,y\rangle=lc,\qquad cb+Cy=ly,$$
for an eigenvector with reference component $c$ and outer part $y$. The second equation reads $(l-C)y=cb$, so $y=c\,x(l)$. If $c$ were zero, $y$ would vanish too, so $c\ne0$. Dividing the first equation by $c$ gives $f(l)=l$. Conversely, if $f(l)=l$, then $(1,x(l))$ satisfies both equations.

**The difference of two values.** Pair $b=(E-C)x(E)$ with $x(l)$, and $b=(l-C)x(l)$ with $x(E)$:
$$\langle b,x(l)\rangle=E\langle x(E),x(l)\rangle-\langle Cx(E),x(l)\rangle,$$
$$\langle b,x(E)\rangle=l\langle x(E),x(l)\rangle-\langle Cx(l),x(E)\rangle.$$
The two terms with $C$ are equal by symmetry. Subtracting gives
$$f(l)-f(E)=(E-l)\,S,\qquad S=\langle x(E),x(l)\rangle .$$

**The overlap is positive.** Let $b\ne0$. Then $x(E)$ and $x(l)$ are nonzero. If $E=l$, $S$ is a squared norm. Otherwise $S$ is symmetric in the two energies, so take $l<E$ and set $d=x(E)-x(l)$. From the two linear systems,
$$Cd=E\,x(E)-l\,x(l)=E\,d+(E-l)\,x(l).$$
Expanding $d$ in eigenvectors of $C$ shows $\langle d,(C-E)d\rangle\ge0$, since every eigenvalue exceeds $E$. Hence $(E-l)\langle d,x(l)\rangle\ge0$, and therefore
$$S\ge\langle x(l),x(l)\rangle>0.$$

**The bracket.** With $f(l)=l$ the difference formula becomes $l-f(E)=(E-l)S$, so
$$(l-E)(l-f(E))=-(l-E)^2S .$$
This is negative for $E\ne l$ and zero for $E=l$. If $b=0$, then $f$ is the constant $a$, so $l=a=f(E)$ and the product is zero.

### What the Lean statements say

The finite type `n` labels the outer basis states, and vectors are functions `n → ℝ`. The definitions translate as follows:

- `BelowSpectrum C E` says that $E<\mu$ whenever $Cv=\mu v$ for some nonzero real $v$.
- `response C b E` is $x(E)$, and `bracketFn a b C E` is $f(E)$. Lean's matrix inverse is defined even for singular matrices, so `response_eq` is needed to show that $x(E)$ really solves the linear system.
- `fullHam a b C` is $H$, indexed by `Unit ⊕ n`: one reference state plus the outer states.

The theorem `bracketing` is the inequality asked for, with the symmetry of $C$, the two spectral conditions and $f(l)=l$ as hypotheses. `bracketing_strict` adds $b\ne0$ and $E\ne l$ and gives a strict sign. `eigenvalue_iff_fixed` identifies the eigenvalues of $H$ below the spectrum of $C$ with the fixed points of $f$ in that same region. `eigenvalue_mem_bracket` then places such an eigenvalue in `Set.uIcc`, the closed interval between two endpoints given in either order. `eigenvalue_unique` says that two such eigenvalues are equal.

The setting is a finite, real, orthonormal basis with a single reference state and exact arithmetic. The existence of an eigenvalue below the spectrum of $C$ is a hypothesis, and it can fail: with $b=0$ and $a$ above the lowest eigenvalue of $C$, there is none.

```lean
import Mathlib

open Matrix

namespace PartitionedBracketing

noncomputable section

variable {n : Type*} [Fintype n] [DecidableEq n]

/-- The energy `E` lies strictly below every eigenvalue of `C`. -/
def BelowSpectrum (C : Matrix n n ℝ) (E : ℝ) : Prop :=
  ∀ (μ : ℝ) (v : n → ℝ), v ≠ 0 → C *ᵥ v = μ • v → E < μ

/-- The response vector `(E - C)⁻¹ b` of the outer space at energy `E`. -/
def response (C : Matrix n n ℝ) (b : n → ℝ) (E : ℝ) : n → ℝ :=
  (E • (1 : Matrix n n ℝ) - C)⁻¹ *ᵥ b

/-- The bracketing function `f(E) = a + ⟨b, (E - C)⁻¹ b⟩`. -/
def bracketFn (a : ℝ) (b : n → ℝ) (C : Matrix n n ℝ) (E : ℝ) : ℝ :=
  a + b ⬝ᵥ response C b E

/-- The full Hamiltonian: a reference state of energy `a`, coupled by `b` to the block `C`. -/
def fullHam (a : ℝ) (b : n → ℝ) (C : Matrix n n ℝ) : Matrix (Unit ⊕ n) (Unit ⊕ n) ℝ :=
  fromBlocks (of fun _ _ => a) (of fun _ j => b j) (of fun i _ => b i) C

/-- Below the spectrum of `C` the response vector solves `(E - C) x = b`. -/
theorem response_eq {C : Matrix n n ℝ} {E : ℝ} (hE : BelowSpectrum C E) (b : n → ℝ) :
    E • response C b E - C *ᵥ response C b E = b := by
  have shift : ∀ v : n → ℝ, (E • (1 : Matrix n n ℝ) - C) *ᵥ v = E • v - C *ᵥ v := by
    intro v
    rw [Matrix.sub_mulVec, Matrix.smul_mulVec, Matrix.one_mulVec]
  -- a null vector of `E - C` would be an eigenvector of `C` at `E`
  have hdet : (E • (1 : Matrix n n ℝ) - C).det ≠ 0 := by
    intro h0
    obtain ⟨v, hv, h⟩ := Matrix.exists_mulVec_eq_zero_iff.2 h0
    rw [shift] at h
    exact lt_irrefl E (hE E v hv (sub_eq_zero.1 h).symm)
  rw [← shift, response, Matrix.mulVec_mulVec,
    Matrix.mul_nonsing_inv _ (isUnit_iff_ne_zero.2 hdet), Matrix.one_mulVec]

/-- If `E` lies below the spectrum of a symmetric `C`, then `⟨x, C x⟩ ≥ E ⟨x, x⟩`. -/
theorem energy_form_ge {C : Matrix n n ℝ} (hC : C.IsSymm) {E : ℝ}
    (hE : BelowSpectrum C E) (x : n → ℝ) : E * (x ⬝ᵥ x) ≤ x ⬝ᵥ (C *ᵥ x) := by
  have hA : (C - E • (1 : Matrix n n ℝ)).IsHermitian := by
    unfold Matrix.IsHermitian
    rw [Matrix.conjTranspose_eq_transpose_of_trivial]
    simp [hC.eq]
  -- the eigenvalues of `C - E` are those of `C`, shifted by `-E`
  have hpos : (C - E • (1 : Matrix n n ℝ)).PosDef := by
    refine hA.posDef_iff_eigenvalues_pos.2 fun i => ?_
    have h := hA.mulVec_eigenvectorBasis i
    rw [Matrix.sub_mulVec, Matrix.smul_mulVec, Matrix.one_mulVec] at h
    have hne : (hA.eigenvectorBasis i).ofLp ≠ 0 := by
      intro h0
      exact hA.eigenvectorBasis.orthonormal.ne_zero i (by ext j; exact congrFun h0 j)
    have := hE (hA.eigenvalues i + E) _ hne (by linear_combination (norm := module) h)
    linarith
  have h := hpos.posSemidef.dotProduct_mulVec_nonneg x
  rw [star_trivial, Matrix.sub_mulVec, Matrix.smul_mulVec, Matrix.one_mulVec,
    dotProduct_sub, dotProduct_smul, smul_eq_mul] at h
  linarith

/-- For `E` and `l` below the spectrum of a symmetric `C`, `f(l) - f(E)` equals `E - l` times the
overlap of the two response vectors. -/
theorem bracketFn_sub {C : Matrix n n ℝ} (hC : C.IsSymm) (a : ℝ) (b : n → ℝ) {E l : ℝ}
    (hE : BelowSpectrum C E) (hl : BelowSpectrum C l) :
    bracketFn a b C l - bracketFn a b C E
      = (E - l) * (response C b E ⬝ᵥ response C b l) := by
  have hx := response_eq hE b
  have hy := response_eq hl b
  unfold bracketFn
  generalize response C b E = x at *
  generalize response C b l = y at *
  have h1 := congrArg (fun v => y ⬝ᵥ v) hx
  have h2 := congrArg (fun v => x ⬝ᵥ v) hy
  simp only [dotProduct_sub, dotProduct_smul, smul_eq_mul] at h1 h2
  have hs : x ⬝ᵥ (C *ᵥ y) = y ⬝ᵥ (C *ᵥ x) := by
    rw [Matrix.dotProduct_mulVec, ← Matrix.mulVec_transpose, hC.eq, dotProduct_comm]
  rw [dotProduct_comm y x, dotProduct_comm y b] at h1
  rw [dotProduct_comm x b] at h2
  linear_combination h2 - h1 + hs

/-- For nonzero coupling, response vectors at two energies below the spectrum of a symmetric `C`
have positive overlap. -/
theorem response_overlap_pos {C : Matrix n n ℝ} (hC : C.IsSymm) {b : n → ℝ} (hb : b ≠ 0)
    {E l : ℝ} (hE : BelowSpectrum C E) (hl : BelowSpectrum C l) :
    0 < response C b E ⬝ᵥ response C b l := by
  have self_pos : ∀ e, BelowSpectrum C e → 0 < response C b e ⬝ᵥ response C b e := by
    intro e he
    refine lt_of_le_of_ne (Finset.sum_nonneg fun i _ => mul_self_nonneg _) fun h => hb ?_
    have h0 := dotProduct_self_eq_zero.1 h.symm
    rw [← response_eq he b, h0, smul_zero, Matrix.mulVec_zero, sub_zero]
  -- test the nonnegative form `C - e` on the difference of the two responses
  have key : ∀ e m, BelowSpectrum C e → BelowSpectrum C m → m < e →
      0 < response C b e ⬝ᵥ response C b m := by
    intro e m he hm hme
    have hx := response_eq he b
    have hy := response_eq hm b
    have hp := self_pos m hm
    generalize response C b e = x at *
    generalize response C b m = y at *
    have hd : C *ᵥ (x - y) = e • (x - y) + (e - m) • y := by
      rw [Matrix.mulVec_sub]
      linear_combination (norm := module) hy - hx
    have h := energy_form_ge hC he (x - y)
    rw [hd, dotProduct_add, dotProduct_smul, dotProduct_smul, smul_eq_mul, smul_eq_mul,
      sub_dotProduct x y y] at h
    have h' : 0 ≤ (e - m) * (x ⬝ᵥ y - y ⬝ᵥ y) := by linarith
    have := nonneg_of_mul_nonneg_right h' (sub_pos.2 hme)
    linarith
  rcases lt_trichotomy E l with h | h | h
  · rw [dotProduct_comm]
    exact key l E hl hE h
  · subst h
    exact self_pos E hE
  · exact key E l hE hl h

/-- Strict bracketing: if `E` and a fixed point `l` of `f` lie below the spectrum of a symmetric
`C`, the coupling is nonzero and `E ≠ l`, then `l` lies strictly between `E` and `f(E)`. -/
theorem bracketing_strict {C : Matrix n n ℝ} (hC : C.IsSymm) {a : ℝ} {b : n → ℝ}
    (hb : b ≠ 0) {E l : ℝ} (hE : BelowSpectrum C E) (hl : BelowSpectrum C l)
    (hfix : bracketFn a b C l = l) (hne : E ≠ l) :
    (l - E) * (l - bracketFn a b C E) < 0 := by
  have h := bracketFn_sub hC a b hE hl
  rw [hfix] at h
  rw [h]
  have hs := response_overlap_pos hC hb hE hl
  have hsq : 0 < (E - l) ^ 2 := sq_pos_of_ne_zero (sub_ne_zero.2 hne)
  nlinarith [mul_pos hsq hs]

/-- Bracketing: if `E` and a fixed point `l` of `f` lie below the spectrum of a symmetric `C`, then
`(l - E) (l - f(E)) ≤ 0`. -/
theorem bracketing {C : Matrix n n ℝ} (hC : C.IsSymm) {a : ℝ} {b : n → ℝ} {E l : ℝ}
    (hE : BelowSpectrum C E) (hl : BelowSpectrum C l) (hfix : bracketFn a b C l = l) :
    (l - E) * (l - bracketFn a b C E) ≤ 0 := by
  by_cases hb : b = 0
  · -- without coupling `f` is constant
    subst hb
    simp only [bracketFn, zero_dotProduct, add_zero] at hfix ⊢
    simp [hfix]
  by_cases hne : E = l
  · simp [hne]
  · exact (bracketing_strict hC hb hE hl hfix hne).le

/-- Below the spectrum of `C`, the eigenvalues of the full Hamiltonian are exactly the fixed
points of `f`. -/
theorem eigenvalue_iff_fixed {C : Matrix n n ℝ} (a : ℝ) (b : n → ℝ) {l : ℝ}
    (hl : BelowSpectrum C l) :
    (∃ v : Unit ⊕ n → ℝ, v ≠ 0 ∧ fullHam a b C *ᵥ v = l • v) ↔ bracketFn a b C l = l := by
  have top : ∀ v : Unit ⊕ n → ℝ, (fullHam a b C *ᵥ v) (Sum.inl ())
      = a * v (Sum.inl ()) + b ⬝ᵥ (fun j => v (Sum.inr j)) := by
    intro v
    simp [fullHam, Matrix.mulVec, dotProduct]
  have bot : ∀ (v : Unit ⊕ n → ℝ) (i : n), (fullHam a b C *ᵥ v) (Sum.inr i)
      = b i * v (Sum.inl ()) + (C *ᵥ (fun j => v (Sum.inr j))) i := by
    intro v i
    simp [fullHam, Matrix.mulVec, dotProduct]
  have hy := response_eq hl b
  constructor
  · rintro ⟨v, hv, h⟩
    obtain ⟨x, hx⟩ : ∃ x : n → ℝ, x = fun j => v (Sum.inr j) := ⟨_, rfl⟩
    have h1 := congrFun h (Sum.inl ())
    rw [top, ← hx, Pi.smul_apply, smul_eq_mul] at h1
    have h2 : C *ᵥ x = l • x - v (Sum.inl ()) • b := by
      funext i
      have hi := congrFun h (Sum.inr i)
      rw [bot, ← hx, Pi.smul_apply, smul_eq_mul] at hi
      have hxi : x i = v (Sum.inr i) := congrFun hx i
      simp only [Pi.sub_apply, Pi.smul_apply, smul_eq_mul]
      rw [hxi]
      linarith
    -- the reference component cannot vanish
    have hc : v (Sum.inl ()) ≠ 0 := by
      intro hc
      have hx0 : x = 0 := by
        by_contra hne
        exact lt_irrefl l (hl l x hne (by rw [h2, hc, zero_smul, sub_zero]))
      apply hv
      funext s
      rcases s with ⟨⟩ | i
      · exact hc
      · exact (congrFun hx i).symm.trans (congrFun hx0 i)
    -- the outer component is the response vector, up to scale
    have hxy : x - v (Sum.inl ()) • response C b l = 0 := by
      by_contra hne
      refine lt_irrefl l (hl l _ hne ?_)
      rw [Matrix.mulVec_sub, Matrix.mulVec_smul, h2]
      linear_combination (norm := module) v (Sum.inl ()) • hy
    have hbx : b ⬝ᵥ x = v (Sum.inl ()) * (b ⬝ᵥ response C b l) := by
      rw [sub_eq_zero.1 hxy, dotProduct_smul, smul_eq_mul]
    apply mul_left_cancel₀ hc
    unfold bracketFn
    linear_combination h1 - hbx
  · intro h
    unfold bracketFn at h
    refine ⟨Sum.elim (fun _ => 1) (response C b l),
      fun h0 => by simpa using congrFun h0 (Sum.inl ()), ?_⟩
    funext s
    rcases s with ⟨⟩ | i
    · rw [top]
      simp only [Sum.elim_inl, Sum.elim_inr, Pi.smul_apply, smul_eq_mul]
      linarith
    · rw [bot]
      have hi := congrFun hy i
      simp only [Pi.sub_apply, Pi.smul_apply, smul_eq_mul] at hi
      simp only [Sum.elim_inl, Sum.elim_inr, Pi.smul_apply, smul_eq_mul]
      linarith

/-- For symmetric `C`, an eigenvalue of the full Hamiltonian below the spectrum of `C` lies in the
closed interval between `E` and `f(E)`, for every trial energy `E` below that spectrum. -/
theorem eigenvalue_mem_bracket {C : Matrix n n ℝ} (hC : C.IsSymm) {a : ℝ} {b : n → ℝ}
    {E l : ℝ} (hE : BelowSpectrum C E) (hl : BelowSpectrum C l)
    (heig : ∃ v : Unit ⊕ n → ℝ, v ≠ 0 ∧ fullHam a b C *ᵥ v = l • v) :
    l ∈ Set.uIcc E (bracketFn a b C E) := by
  have h := bracketing hC hE hl ((eigenvalue_iff_fixed a b hl).1 heig)
  rw [Set.mem_uIcc]
  rcases mul_nonpos_iff.1 h with ⟨h1, h2⟩ | ⟨h1, h2⟩
  · exact Or.inl ⟨by linarith, by linarith⟩
  · exact Or.inr ⟨by linarith, by linarith⟩

/-- For symmetric `C`, the full Hamiltonian has at most one eigenvalue below the spectrum of `C`. -/
theorem eigenvalue_unique {C : Matrix n n ℝ} (hC : C.IsSymm) {a : ℝ} {b : n → ℝ}
    {l m : ℝ} (hl : BelowSpectrum C l) (hm : BelowSpectrum C m)
    (hleig : ∃ v : Unit ⊕ n → ℝ, v ≠ 0 ∧ fullHam a b C *ᵥ v = l • v)
    (hmeig : ∃ v : Unit ⊕ n → ℝ, v ≠ 0 ∧ fullHam a b C *ᵥ v = m • v) : l = m := by
  have h := eigenvalue_mem_bracket hC hm hl hleig
  rw [(eigenvalue_iff_fixed a b hm).1 hmeig, Set.uIcc_self] at h
  exact h

end

end PartitionedBracketing
```

```lean
#print axioms PartitionedBracketing.eigenvalue_mem_bracket
#print axioms PartitionedBracketing.eigenvalue_unique
```

```
'PartitionedBracketing.eigenvalue_mem_bracket' depends on axioms: [propext, Classical.choice, Quot.sound]
'PartitionedBracketing.eigenvalue_unique' depends on axioms: [propext, Classical.choice, Quot.sound]
```

### How the proof follows the algebra

`response_eq` turns a zero determinant into a null vector of $E-C$, which contradicts `BelowSpectrum`. `energy_form_ge` supplies the nonnegative form: it takes an eigenvector basis of $C-E$, shifts each eigenvalue back by $E$ to get one of $C$, and concludes that $C-E$ is positive definite.

`bracketFn_sub` is the difference formula. Its `h1` and `h2` are the two paired equations, `hs` is the symmetry of $C$, and `linear_combination` performs the subtraction. In `response_overlap_pos`, the auxiliary statement `key` treats the case of two ordered energies `m < e`. Its `hd` is the expression for $Cd$ above, and the final case split on `E` and `l` handles equality and the opposite order.

`bracketing_strict` inserts the fixed-point equation and lets `nlinarith` combine $(E-l)^2>0$ with $S>0$. `bracketing` treats $b=0$ and $E=l$ separately and otherwise uses the strict result.

In `eigenvalue_iff_fixed`, `top` and `bot` are the two block rows. The forward direction shows that the reference component is nonzero (`hc`) and that the outer part is a multiple of the response vector (`hxy`). The reverse direction builds the vector $(1,x(l))$. The interval theorem reads off the possible signs of the two factors. For uniqueness, the second eigenvalue $m$ serves as the trial energy: since $f(m)=m$, the interval shrinks to a point.

### The bracket inside a solver

In code, one can solve $(C-E)z=b$, so that $z=-x(E)$, and set $f(E)=a-\langle b,z\rangle$. For $E$ below the spectrum of $C$ the matrix $C-E$ is positive definite, so Cholesky factorisation or conjugate gradients apply. An inexact solve puts an error into $f(E)$, and the computed interval has to allow for it.

For a two-state example take $a=0$, $b=1$, $C=2$. The trial energy $E=-1$ gives $f(E)=-1/3$, and the lower eigenvalue $1-\sqrt2\approx-0.414$ lies between them.

The next trial energy can be chosen inside the interval, provided that it is still below the spectrum of $C$. The endpoint $f(E)$ need not satisfy that condition, and the plain iteration $E\mapsto f(E)$ need not converge.

### The same inequality above the spectrum

If $E$ and $l$ both lie above every eigenvalue of $C$ and $f(l)=l$, the same inequality follows by reflection. Replace $a$, $C$, $E$ and $l$ by their negatives and keep $b$. The new function at $-E$ equals $-f(E)$, the new energies lie below the new spectrum, and the product $(l-E)(l-f(E))$ is unchanged. The bracket therefore also serves for an eigenvalue of $H$ above the whole outer block.
